# Complex mixing can lower the Coulomb self-repulsion of an isotropic orbital pair

A search over real orbitals can miss a lower repulsion energy. If all normalised real combinations of two orbitals repel themselves equally, rotating among them shows no improvement, though a complex combination may lie lower. In Hartree-Fock theory this affects the repulsion energy of two electrons sharing one spatial orbital, here with that orbital confined to mixtures of two fixed real ones.

Orbitals and densities are elements of a commutative real algebra `A`.

```lean
import Mathlib

open ComplexConjugate

namespace ComplexOrbitalRepulsion

noncomputable section

variable {A : Type*} [CommRing A] [Algebra ℝ A]
```

The complex orbital $f+ig$ is stored as the pair $(f,g)$, with density $f^2+g^2$.

```lean
/-- The density `f² + g²` of the complex orbital `f + i g` with real part `f` and
imaginary part `g`. -/
def density (f g : A) : A := f * f + g * g
```

The interaction `B` is a real bilinear form, and the hypothesis `hB` makes it symmetric. No $1/r$ kernel is specified. Since `A` contains constants and `B` is finite on all of it, picture bounded functions on a bounded region, or a grid. A real orbital has second argument `0`.

```lean
/-- The self-repulsion of the complex orbital `f + i g`: the interaction `B` of its density with
itself. -/
def selfRepulsion (B : A →ₗ[ℝ] A →ₗ[ℝ] ℝ) (f g : A) : ℝ :=
  B (density f g) (density f g)
```

"Normalised" refers to the coefficients; for orthonormal $x,y$ this is the usual normalisation.

```lean
/-- Two real orbitals form an isotropic pair when every normalised real combination of them
has the same self-repulsion `J`. -/
def IsotropicPair (B : A →ₗ[ℝ] A →ₗ[ℝ] ℝ) (x y : A) (J : ℝ) : Prop :=
  ∀ a b : ℝ, a ^ 2 + b ^ 2 = 1 → selfRepulsion B (a • x + b • y) 0 = J
```

Write $K=B(xy,xy)$ for the exchange integral.

## (a) The density of a superposition

For real $a,b,c,d$, show that the density of $(a+ic)x+(b+id)y$ is
$$(a^2+c^2)x^2+(b^2+d^2)y^2+2(ab+cd)xy.$$

**Solution.** The real part is $ax+by$ and the imaginary part $cx+dy$. Square both, add, and collect products. In Lean, `ring` does this once scalars are written as algebra elements.

```lean
/-- The density of the orbital `(a + i c) x + (b + i d) y`, written in the products
`x²`, `y²` and `xy`. -/
theorem density_superposition (x y : A) (a b c d : ℝ) :
    density (a • x + b • y) (c • x + d • y) =
      (a ^ 2 + c ^ 2) • (x * x) + (b ^ 2 + d ^ 2) • (y * y)
        + (2 * (a * b + c * d)) • (x * y) := by
  simp only [density, Algebra.smul_def, map_add, map_mul, map_pow, map_ofNat]
  ring
```

## (b) Its self-repulsion

With $p=a^2+c^2$, $q=b^2+d^2$, $s=2(ab+cd)$, show that the self-repulsion is
$$\begin{aligned}&p^2B(x^2,x^2)+q^2B(y^2,y^2)+s^2K+2pq\,B(x^2,y^2)\\&+2ps\,B(x^2,xy)+2qs\,B(y^2,xy).\end{aligned}$$

**Solution.** Insert $px^2+qy^2+sxy$ into both slots of $B$. Bilinearity gives nine terms; symmetry pairs the six mixed ones. The `simp only` and `rw [hB ...]` steps do the same.

```lean
/-- The self-repulsion of `(a + i c) x + (b + i d) y` in terms of the two-electron integrals
of `x` and `y`, where `p`, `q` are the weights of `x²`, `y²` and `s` is that of `xy`. -/
theorem selfRepulsion_expand (B : A →ₗ[ℝ] A →ₗ[ℝ] ℝ) (hB : ∀ f g, B f g = B g f)
    (x y : A) {a b c d p q s : ℝ} (hp : a ^ 2 + c ^ 2 = p) (hq : b ^ 2 + d ^ 2 = q)
    (hs : 2 * (a * b + c * d) = s) :
    selfRepulsion B (a • x + b • y) (c • x + d • y) =
      p ^ 2 * B (x * x) (x * x) + q ^ 2 * B (y * y) (y * y) + s ^ 2 * B (x * y) (x * y)
        + 2 * p * q * B (x * x) (y * y) + 2 * p * s * B (x * x) (x * y)
        + 2 * q * s * B (y * y) (x * y) := by
  rw [selfRepulsion, density_superposition, hp, hq, hs]
  simp only [map_add, map_smul, LinearMap.add_apply, LinearMap.smul_apply, smul_eq_mul]
  rw [hB (y * y) (x * x), hB (x * y) (x * x), hB (x * y) (y * y)]
  ring
```

## (c) The equal complex mixture

Suppose $(x+y)/\sqrt2$ and $(x-y)/\sqrt2$ both have self-repulsion $J$. Show that $(x+iy)/\sqrt2$ has self-repulsion
$$J-K.$$

**Solution.** All three orbitals have $p=q=\tfrac12$, with $s=1,-1,0$ respectively. Set
$$M=\tfrac14\left[B(x^2,x^2)+B(y^2,y^2)\right]+\tfrac12B(x^2,y^2),$$
$$L=B(x^2,xy)+B(y^2,xy).$$
The hypotheses read $J=M+K+L$ and $J=M+K-L$. Their average is $J=M+K$, and the complex orbital has self-repulsion $M=J-K$.

Both hypotheses are needed. On a grid of two points take $B(f,g)=f_1g_1+3f_2g_2$ and the orthonormal pair $x=(1,1)/\sqrt2$, $y=(1,-1)/\sqrt2$. The plus combination $(1,0)$ has self-repulsion $1$ and the minus combination $(0,1)$ has $3$. The complex orbital has self-repulsion $1$, and $K=1$. With the plus hypothesis alone, $J=1$ and $J-K=0$; with the minus hypothesis alone, $J=3$ and $J-K=2$. Neither equals $1$.

In the proof, `h1`, `h2` and `h3` are the three expansions, and `linarith` combines them.

```lean
/-- If `(x + y)/√2` and `(x - y)/√2` both have self-repulsion `J`, then the complex orbital
`(x + i y)/√2` has self-repulsion `J` minus the exchange integral of `x` and `y`. -/
theorem complex_orbital_gain (B : A →ₗ[ℝ] A →ₗ[ℝ] ℝ) (hB : ∀ f g, B f g = B g f)
    (x y : A) (J : ℝ)
    (hplus : selfRepulsion B ((√2)⁻¹ • (x + y)) 0 = J)
    (hminus : selfRepulsion B ((√2)⁻¹ • (x - y)) 0 = J) :
    selfRepulsion B ((√2)⁻¹ • x) ((√2)⁻¹ • y) = J - B (x * y) (x * y) := by
  have hr : ((√2)⁻¹ : ℝ) ^ 2 = 1 / 2 := by
    rw [inv_pow, Real.sq_sqrt (by norm_num)]
    norm_num
  generalize ((√2)⁻¹ : ℝ) = r at *
  -- the two real combinations carry the cross density with opposite signs
  have h1 := selfRepulsion_expand B hB x y (a := r) (b := r) (c := 0) (d := 0)
    (p := 1 / 2) (q := 1 / 2) (s := 1) (by linear_combination hr)
    (by linear_combination hr) (by linear_combination 2 * hr)
  have h2 := selfRepulsion_expand B hB x y (a := r) (b := -r) (c := 0) (d := 0)
    (p := 1 / 2) (q := 1 / 2) (s := -1) (by linear_combination hr)
    (by linear_combination hr) (by linear_combination -2 * hr)
  -- the complex combination carries none
  have h3 := selfRepulsion_expand B hB x y (a := r) (b := 0) (c := 0) (d := r)
    (p := 1 / 2) (q := 1 / 2) (s := 0) (by linear_combination hr)
    (by linear_combination hr) (by ring)
  simp only [zero_smul, add_zero, zero_add] at h1 h2 h3
  rw [← smul_add, hplus] at h1
  rw [show r • x + (-r) • y = r • (x - y) by module, hminus] at h2
  linarith
```

## (d) The Coulomb integral

If $x$ and $y$ also have self-repulsion $J$, show that
$$B(x^2,y^2)=J-2K.$$

**Solution.** Now $M=\tfrac12J+\tfrac12B(x^2,y^2)$, while (c) gives $M=J-K$. Solve for the integral.

```lean
/-- If `x`, `y` and `(x ± y)/√2` all have self-repulsion `J`, the Coulomb integral between
`x` and `y` is `J` minus twice their exchange integral. -/
theorem coulomb_integral_eq (B : A →ₗ[ℝ] A →ₗ[ℝ] ℝ) (hB : ∀ f g, B f g = B g f)
    (x y : A) (J : ℝ) (hx : selfRepulsion B x 0 = J) (hy : selfRepulsion B y 0 = J)
    (hplus : selfRepulsion B ((√2)⁻¹ • (x + y)) 0 = J)
    (hminus : selfRepulsion B ((√2)⁻¹ • (x - y)) 0 = J) :
    B (x * x) (y * y) = J - 2 * B (x * y) (x * y) := by
  have hg := complex_orbital_gain B hB x y J hplus hminus
  have hr : ((√2)⁻¹ : ℝ) ^ 2 = 1 / 2 := by
    rw [inv_pow, Real.sq_sqrt (by norm_num)]
    norm_num
  have h3 := selfRepulsion_expand B hB x y (a := (√2)⁻¹) (b := 0) (c := 0) (d := (√2)⁻¹)
    (p := 1 / 2) (q := 1 / 2) (s := 0) (by linear_combination hr)
    (by linear_combination hr) (by ring)
  simp only [zero_smul, add_zero, zero_add] at h3
  simp only [selfRepulsion, density, mul_zero, add_zero] at hx hy
  rw [hg, hx, hy] at h3
  linarith
```

## (e) All integrals of an isotropic pair

For an isotropic pair, show that
$$B(x^2,x^2)=B(y^2,y^2)=J,\quad B(x^2,y^2)=J-2K,$$
$$B(x^2,xy)=B(y^2,xy)=0.$$

**Solution.** Use (b) with $c=d=0$. The choices $(a,b)=(1,0),(0,1)$ give the first two values. Averaging the equations for $(\tfrac35,\pm\tfrac45)$ removes the terms odd in $b$:
$$J=(a^4+b^4)J+a^2b^2\left[4K+2B(x^2,y^2)\right].$$
Since $a^4+b^4=1-2a^2b^2$, the third value follows. The odd part gives $9\alpha+16\beta=0$, where $\alpha=B(x^2,xy)$ and $\beta=B(y^2,xy)$. The choice $(\tfrac45,\tfrac35)$ gives $16\alpha+9\beta=0$, so both vanish. These are `h1` to `h5`.

```lean
/-- The two-electron integrals of an isotropic pair are all fixed by `J` and the exchange
integral. -/
theorem isotropic_integrals (B : A →ₗ[ℝ] A →ₗ[ℝ] ℝ) (hB : ∀ f g, B f g = B g f)
    (x y : A) (J : ℝ) (h : IsotropicPair B x y J) :
    B (x * x) (x * x) = J ∧ B (y * y) (y * y) = J ∧
      B (x * x) (y * y) = J - 2 * B (x * y) (x * y) ∧
      B (x * x) (x * y) = 0 ∧ B (y * y) (x * y) = 0 := by
  have e := fun (a b : ℝ) (hab : a ^ 2 + b ^ 2 = 1) =>
    (h a b hab).symm.trans (by
      simpa only [zero_smul, add_zero] using
        selfRepulsion_expand B hB x y (a := a) (b := b) (c := 0) (d := 0)
          (p := a ^ 2) (q := b ^ 2) (s := 2 * a * b) (by ring) (by ring) (by ring))
  -- five rotations with rational coefficients determine the integrals
  have h1 := e 1 0 (by norm_num)
  have h2 := e 0 1 (by norm_num)
  have h3 := e (3 / 5) (4 / 5) (by norm_num)
  have h4 := e (3 / 5) (-(4 / 5)) (by norm_num)
  have h5 := e (4 / 5) (3 / 5) (by norm_num)
  refine ⟨by linarith, by linarith, by linarith, by linarith, by linarith⟩
```

## (f) Every complex mixture

For an isotropic pair and complex $u,w$ with $|u|^2+|w|^2=1$, show that $ux+wy$ has self-repulsion
$$J-4K(\operatorname{Im}\bar u w)^2.$$

**Solution.** Here $p=|u|^2$, $q=|w|^2$ and $s=2\operatorname{Re}\bar uw$. By (b) and (e), the self-repulsion is
$$J(p+q)^2-K(4pq-s^2).$$
Use $p+q=1$ and $pq=|\bar uw|^2$. The final `linear_combination` supplies the normalisation.

```lean
/-- For an isotropic pair, the normalised complex orbital `u x + w y` has self-repulsion
`J - 4 K (Im (ū w))²`, where `K` is the exchange integral of `x` and `y`. -/
theorem selfRepulsion_complex_mixture (B : A →ₗ[ℝ] A →ₗ[ℝ] ℝ)
    (hB : ∀ f g, B f g = B g f) (x y : A) (J : ℝ) (h : IsotropicPair B x y J)
    (u w : ℂ) (hn : Complex.normSq u + Complex.normSq w = 1) :
    selfRepulsion B (u.re • x + w.re • y) (u.im • x + w.im • y) =
      J - 4 * B (x * y) (x * y) * (conj u * w).im ^ 2 := by
  obtain ⟨h1, h2, h3, h4, h5⟩ := isotropic_integrals B hB x y J h
  have him : (conj u * w).im = u.re * w.im - u.im * w.re := by
    simp only [Complex.mul_im, Complex.conj_re, Complex.conj_im]
    ring
  rw [Complex.normSq_apply, Complex.normSq_apply] at hn
  rw [selfRepulsion_expand B hB x y rfl rfl rfl, h1, h2, h3, h4, h5, him]
  linear_combination J * (u.re ^ 2 + u.im ^ 2 + w.re ^ 2 + w.im ^ 2 + 1) * hn
```

## (g) The lowest mixture

Let $K\ge0$, as for an electrostatic interaction, where the charge distribution $xy$ has non-negative self-energy. Writing $E(u,w)$ for the self-repulsion in (f), show that
$$E\left(\tfrac1{\sqrt2},\tfrac i{\sqrt2}\right)\le E(u,w)\le J.$$

**Solution.** Isotropy supplies the hypotheses of (c), so the left side is $J-K$. Normalisation gives
$$1-4(\operatorname{Im}\bar uw)^2=(p-q)^2+4(\operatorname{Re}\bar uw)^2\ge0.$$
Multiplying by $K$ proves the lower bound; the upper one is immediate from (f). In Lean, `hb` is this identity.

```lean
/-- For an isotropic pair with non-negative exchange integral, `(x + i y)/√2` has the lowest
self-repulsion among all normalised complex mixtures, and none of them exceeds `J`. -/
theorem complex_orbital_minimal (B : A →ₗ[ℝ] A →ₗ[ℝ] ℝ)
    (hB : ∀ f g, B f g = B g f) (x y : A) (J : ℝ) (h : IsotropicPair B x y J)
    (hK : 0 ≤ B (x * y) (x * y))
    (u w : ℂ) (hn : Complex.normSq u + Complex.normSq w = 1) :
    selfRepulsion B ((√2)⁻¹ • x) ((√2)⁻¹ • y) ≤
        selfRepulsion B (u.re • x + w.re • y) (u.im • x + w.im • y) ∧
      selfRepulsion B (u.re • x + w.re • y) (u.im • x + w.im • y) ≤ J := by
  have hr : ((√2)⁻¹ : ℝ) ^ 2 = 1 / 2 := by
    rw [inv_pow, Real.sq_sqrt (by norm_num)]
    norm_num
  have hg := complex_orbital_gain B hB x y J
    (by rw [smul_add]; exact h _ _ (by linear_combination 2 * hr))
    (by
      rw [show (√2)⁻¹ • (x - y) = (√2)⁻¹ • x + (-(√2)⁻¹) • y by module]
      exact h _ _ (by linear_combination 2 * hr))
  rw [hg, selfRepulsion_complex_mixture B hB x y J h u w hn]
  have him : (conj u * w).im = u.re * w.im - u.im * w.re := by
    simp only [Complex.mul_im, Complex.conj_re, Complex.conj_im]
    ring
  rw [Complex.normSq_apply, Complex.normSq_apply] at hn
  -- normalisation bounds the imaginary part by one half
  have hb : 1 - 4 * (conj u * w).im ^ 2 =
      (u.re ^ 2 + u.im ^ 2 - w.re ^ 2 - w.im ^ 2) ^ 2
        + 4 * (u.re * w.re + u.im * w.im) ^ 2 := by
    rw [him]
    linear_combination -(u.re ^ 2 + u.im ^ 2 + w.re ^ 2 + w.im ^ 2 + 1) * hn
  have hb' : 0 ≤ 1 - 4 * (conj u * w).im ^ 2 := by
    rw [hb]
    positivity
  have k1 := mul_nonneg hK hb'
  have k2 := mul_nonneg hK (sq_nonneg (conj u * w).im)
  constructor <;> linarith
```

## (h) Four grid points

Take a contact interaction with weights $4,4,1,1$, a stand-in for the Coulomb kernel. Show that it is symmetric and that $x=(1,0,1,1)$, $y=(0,1,1,-1)$ form an isotropic pair with
$$J=6,\qquad K=2.$$

**Solution.** With integration weight $\tfrac13$ at each point, $x$ and $y$ are orthonormal. Symmetry is visible from the products. For $ax+by=(a,b,a+b,a-b)$ the self-repulsion is
$$4a^4+4b^4+(a+b)^4+(a-b)^4=6(a^2+b^2)^2=6.$$
Also $xy=(0,0,1,-1)$, so $K=1+1=2$. The density of $(x+iy)/\sqrt2$ is $(\tfrac12,\tfrac12,1,1)$, with self-repulsion $1+1+1+1=4=J-K$.

```lean
/-- A weighted contact interaction between densities on a grid of four points. -/
def gridInteraction : (Fin 4 → ℝ) →ₗ[ℝ] (Fin 4 → ℝ) →ₗ[ℝ] ℝ :=
  LinearMap.mk₂ ℝ (fun f g => 4 * (f 0 * g 0 + f 1 * g 1) + f 2 * g 2 + f 3 * g 3)
    (by intros; simp only [Pi.add_apply]; ring)
    (by intros; simp only [Pi.smul_apply, smul_eq_mul]; ring)
    (by intros; simp only [Pi.add_apply]; ring)
    (by intros; simp only [Pi.smul_apply, smul_eq_mul]; ring)

/-- On the four-point grid the interaction is symmetric, and the orbitals `(1, 0, 1, 1)` and
`(0, 1, 1, -1)` form an isotropic pair with `J = 6` and exchange integral `2`. -/
theorem isotropicPair_witness :
    (∀ f g, gridInteraction f g = gridInteraction g f) ∧
      IsotropicPair gridInteraction ![1, 0, 1, 1] ![0, 1, 1, -1] 6 ∧
      gridInteraction (![1, 0, 1, 1] * ![0, 1, 1, -1])
        (![1, 0, 1, 1] * ![0, 1, 1, -1]) = 2 := by
  refine ⟨fun f g => ?_, fun a b hab => ?_, ?_⟩
  · simp only [gridInteraction, LinearMap.mk₂_apply]
    ring
  · simp [selfRepulsion, density, gridInteraction, LinearMap.mk₂_apply]
    linear_combination 6 * (a ^ 2 + b ^ 2 + 1) * hab
  · simp [gridInteraction, LinearMap.mk₂_apply]
    norm_num

end

end ComplexOrbitalRepulsion
```

```lean
#print axioms ComplexOrbitalRepulsion.coulomb_integral_eq
#print axioms ComplexOrbitalRepulsion.selfRepulsion_complex_mixture
#print axioms ComplexOrbitalRepulsion.complex_orbital_minimal
```

```
'ComplexOrbitalRepulsion.coulomb_integral_eq' depends on axioms: [propext, Classical.choice, Quot.sound]
'ComplexOrbitalRepulsion.selfRepulsion_complex_mixture' depends on axioms: [propext, Classical.choice, Quot.sound]
'ComplexOrbitalRepulsion.complex_orbital_minimal' depends on axioms: [propext, Classical.choice, Quot.sound]
```
